# N sweeps solve a strictly causal self-consistency problem on N time slices

## Causality as a comparison of two trajectories

The choice that shapes everything below is how to express "slice i depends only on earlier slices" for a map that may be given by any formula or program. Here it is a condition on pairs of inputs: if two trajectories agree on all slices before i, the map must give them the same output on slice i. This needs no derivative, no response function and no linearity.

A trajectory x assigns to each of N time slices, numbered 0, …, N−1, a value x_i in a set X. The value may be a density matrix, a set of orbital coefficients or a single number. A self-consistency map F takes a whole trajectory and returns a new one, and F is causal if, for every slice i and all trajectories x and y,

x_j = y_j for all j < i  implies  F(x)_i = F(y)_i.

Physically, this is retarded response with a strict inequality: the new value at slice i is computed from earlier slices of the input and does not involve the input at slice i itself. A mean field evaluated at slice i−1 and used for an explicit step from there to slice i is allowed. An explicit quadrature of a memory integral has this form. An implicit rule, in which the unknown at the current time also appears on the right-hand side, does not in general. For i = 0 there are no earlier slices, so F(x)_0 is the same for every x. It plays the part of a prescribed initial value.

## Sweeps over the whole time window

A self-consistent trajectory is a solution s of

F(s) = s.

A sweep replaces the current guess x by F(x) on all slices at once. Write Fⁿ for n sweeps, with F⁰(x) = x. The main result is that, for nonempty X and causal F, there is exactly one self-consistent trajectory s, and

F^N(x) = s for every starting guess x.

No contraction estimate enters, and the coupling need not be weak. The result bears on simulations that iterate a mean field or a memory term over a whole time window, provided that the discretised equations are strictly causal and the window has finitely many slices. It concerns the solution of those equations and says nothing about how close that solution is to continuous time.

## A front that advances one slice per sweep

Take two arbitrary guesses x and y. The claim is that after n sweeps they agree on the first n slices:

Fⁿ(x)_i = Fⁿ(y)_i for all i < n.

For n = 0 there is no such slice. Suppose that the claim holds for n, and let i < n+1. Put u = Fⁿ(x) and v = Fⁿ(y). Every j < i satisfies j < n, so u_j = v_j. Causality then gives

Fⁿ⁺¹(x)_i = F(u)_i = F(v)_i = Fⁿ⁺¹(y)_i.

This is the claim for n+1.

At n = N the claim covers every slice, so F^N(x) = F^N(y) for all x and y. Since X is nonempty, some guess x⁰ exists, and we set s = F^N(x⁰). One more sweep can be counted at the end or at the start:

F(s) = F(F^N(x⁰)) = F^N(F(x⁰)) = s.

The last equality holds because F^N gives the same result for the guesses F(x⁰) and x⁰. So s is a fixed point. If y is any fixed point, sweeping leaves it unchanged, and

y = F^N(y) = s.

This proves uniqueness. Finally, put y = s in the first claim. As Fⁿ(s) = s, we get

Fⁿ(x)_i = s_i for all i < n.

The early slices are therefore already final while the later ones may still be changing.

## A delay line that needs all N sweeps

Particular maps can finish sooner; a constant map needs one sweep at most. For causal maps in general the number N cannot be lowered once X has two different elements a and b. The delay line D shows this:

D(x)_0 = a,
D(x)_i = x_{i−1} for i ≥ 1.

It is causal, because slice i reads only slice i−1. Start from the uniform trajectory with value b. After n sweeps, slice i carries a if i < n and b otherwise. This is true for n = 0. In the next sweep slice 0 is set to a, and a slice i ≥ 1 receives the previous content of slice i−1, which is a exactly when i−1 < n, that is, when i < n+1.

The uniform trajectory with value a stays as it is. For n < N, slice n therefore still distinguishes the two guesses: it holds b in one case and a in the other.

## Memory equations with nonlinear kernels

Let the values lie in a set V with a commutative addition and a zero. Given sources g_i and arbitrary functions K_ij from V to V, consider

x_i = g_i + Σ_{j<i} K_ij(x_j).

The right-hand side at slice i reads only x_j with j < i, so it defines a causal map. The equation has exactly one solution, and N sweeps reach it from every guess. Each kernel acts on one earlier slice at a time. A memory term that couples several earlier slices nonlinearly is not of this form, but the general theorem applies to it as long as it is strictly causal.

## Linear mixing gives up finite termination

Now let V be a real vector space and let there be at least one slice. A mixed sweep with real parameter α is

M(x)_i = (1−α) x_i + α F(x)_i.

Slice 0 of F(x) does not depend on x, so it equals F(s)_0 = s_0. Hence

M(x)_0 − s_0 = (1−α) x_0 + α s_0 − s_0 = (1−α)(x_0 − s_0).

After n mixed sweeps the error on the first slice is

Mⁿ(x)_0 − s_0 = (1−α)ⁿ (x_0 − s_0).

If α ≠ 1 and x_0 ≠ s_0, this is a nonzero number times a nonzero vector. No finite number of mixed sweeps then returns s exactly. With 0 < α < 2 the factor (1−α)ⁿ still tends to zero, so what mixing loses here is termination and not convergence of the first slice.

The argument assumes a wrong first slice. When the guess is right up to some later slice, the same computation applies to the first wrong one, though the theorem in the file is stated for slice 0 only.

## The statements as Lean reads them

A trajectory is a function `Fin N → X`, where `Fin N` is the type of the numbers 0, …, N−1. The condition `IsCausal F` is the comparison of two trajectories given at the start, with the strict inequality `j < i`. The notation `F^[n]` means n-fold application of `F`.

- `causal_exact_after_N_sweeps` says that there is a trajectory `xs` which `F` leaves fixed, which equals every other fixed point, and which is the value of `F^[N] x` for all `x`. The physical input is `IsCausal F`; the only other assumption is `[Nonempty X]`. With N = 0 there is a single, empty trajectory, and the statement holds trivially.
- `exact_front` takes a fixed point `xs` as given and says that slice `i` is correct after `n` sweeps whenever `i` is less than `n`.
- `N_sweeps_sharp` says that for `a ≠ b` the delay line is causal and that its `n`-th iterates from the two uniform guesses differ for every `n < N`.
- `memory_equation_solved` states the memory equation slice by slice. The index set `Finset.Iio i` consists of the slices strictly before `i`. Values of `K i j` with `j` not before `i` are never used.
- `mixed_first_slice_error` and `mixing_never_exact` work with `N + 1` slices, so that slice `0` exists. They allow every real `α`, subject to `α ≠ 1` in the second.

Whether a given simulation satisfies `IsCausal` is a property of its discretisation and has to be established for each scheme, as the file does for the delay line and the memory equation.

## The complete file

```lean
import Mathlib

open Finset

namespace CausalSelfConsistency

noncomputable section

/-- A self-consistency map on trajectories with `N` time slices is causal if each slice of
the output depends only on strictly earlier slices of the input. -/
def IsCausal {N : ℕ} {X : Type*} (F : (Fin N → X) → (Fin N → X)) : Prop :=
  ∀ (i : Fin N) (x y : Fin N → X), (∀ j, j < i → x j = y j) → F x i = F y i

/-- After `n` sweeps of a causal map, the first `n` time slices do not depend on the
starting guess. -/
theorem sweeps_agree {N : ℕ} {X : Type*} {F : (Fin N → X) → (Fin N → X)}
    (hF : IsCausal F) (n : ℕ) (x y : Fin N → X) :
    ∀ i : Fin N, (i : ℕ) < n → F^[n] x i = F^[n] y i := by
  induction n with
  | zero => intro i hi; omega
  | succ n ih =>
    intro i hi
    rw [Function.iterate_succ_apply', Function.iterate_succ_apply']
    -- slice `i` only sees earlier slices, which already agree
    apply hF
    intro j hj
    have hji : (j : ℕ) < (i : ℕ) := hj
    exact ih j (by omega)

/-- A causal self-consistency map on `N` time slices has exactly one fixed point, and `N`
sweeps reach it from every starting guess. -/
theorem causal_exact_after_N_sweeps {N : ℕ} {X : Type*} [Nonempty X]
    {F : (Fin N → X) → (Fin N → X)} (hF : IsCausal F) :
    ∃ xs : Fin N → X, F xs = xs ∧ (∀ y, F y = y → y = xs) ∧ ∀ x, F^[N] x = xs := by
  have const : ∀ x y, F^[N] x = F^[N] y := fun x y =>
    funext fun i => sweeps_agree hF N x y i i.isLt
  let x0 : Fin N → X := fun _ => Classical.arbitrary X
  refine ⟨F^[N] x0, ?_, ?_, fun x => const x x0⟩
  · -- one more sweep at the end is the same as one more sweep at the start
    rw [← Function.iterate_succ_apply' F N x0, Function.iterate_succ_apply]
    exact const _ _
  · intro y hy
    exact (Function.iterate_fixed hy N).symm.trans (const y x0)

/-- After `n` sweeps of a causal map from any guess, the first `n` time slices coincide with those
of the self-consistent trajectory. -/
theorem exact_front {N : ℕ} {X : Type*} {F : (Fin N → X) → (Fin N → X)}
    (hF : IsCausal F) {xs : Fin N → X} (hxs : F xs = xs) (n : ℕ) (x : Fin N → X)
    (i : Fin N) (hi : (i : ℕ) < n) : F^[n] x i = xs i := by
  have h := sweeps_agree hF n x xs i hi
  rwa [Function.iterate_fixed hxs n] at h

/-- The delay line: the first slice is set to `a`, every later slice copies its
predecessor. -/
def delayLine {N : ℕ} {X : Type*} (a : X) (x : Fin N → X) : Fin N → X := fun i =>
  if (i : ℕ) = 0 then a else x ⟨(i : ℕ) - 1, lt_of_le_of_lt (Nat.sub_le _ _) i.isLt⟩

/-- After `n` sweeps of the delay line from the uniform trajectory `b`, slice `i` holds `a` if `i <
n` and `b` otherwise. -/
theorem delayLine_iterate {N : ℕ} {X : Type*} (a b : X) (n : ℕ) :
    ∀ i : Fin N, (delayLine a)^[n] (fun _ => b) i = if (i : ℕ) < n then a else b := by
  induction n with
  | zero => intro i; simp
  | succ n ih =>
    intro i
    rw [Function.iterate_succ_apply']
    by_cases h0 : (i : ℕ) = 0
    · simp [delayLine, h0]
    · unfold delayLine
      rw [if_neg h0]
      refine (ih _).trans ?_
      exact if_congr (show (i : ℕ) - 1 < n ↔ (i : ℕ) < n + 1 by omega) rfl rfl

/-- The delay line is causal, and after any number `n < N` of sweeps it still distinguishes
two different uniform starting guesses. -/
theorem N_sweeps_sharp {N : ℕ} {X : Type*} {a b : X} (hab : a ≠ b) :
    IsCausal (delayLine (N := N) a) ∧ ∀ n < N,
      (delayLine (N := N) a)^[n] (fun _ => b) ≠ (delayLine a)^[n] (fun _ => a) := by
  constructor
  · intro i x y h
    unfold delayLine
    by_cases h0 : (i : ℕ) = 0
    · rw [if_pos h0, if_pos h0]
    · rw [if_neg h0, if_neg h0]
      apply h
      show (i : ℕ) - 1 < (i : ℕ)
      omega
  · intro n hn heq
    -- slice number `n` has not yet been reached by the front
    have h := congrFun heq ⟨n, hn⟩
    rw [delayLine_iterate, delayLine_iterate] at h
    simp at h
    exact hab h.symm

/-- One sweep of a discretised memory equation with source `g` and kernels `K i j`, which
may be nonlinear. -/
def memorySweep {N : ℕ} {V : Type*} [AddCommMonoid V] (g : Fin N → V)
    (K : Fin N → Fin N → V → V) (x : Fin N → V) : Fin N → V :=
  fun i => g i + ∑ j ∈ Finset.Iio i, K i j (x j)

/-- The discretised memory equation has exactly one solution, and `N` sweeps reach it from
every starting guess. -/
theorem memory_equation_solved {N : ℕ} {V : Type*} [AddCommMonoid V] (g : Fin N → V)
    (K : Fin N → Fin N → V → V) :
    ∃ xs : Fin N → V, (∀ i, xs i = g i + ∑ j ∈ Finset.Iio i, K i j (xs j)) ∧
      (∀ y : Fin N → V, (∀ i, y i = g i + ∑ j ∈ Finset.Iio i, K i j (y j)) → y = xs) ∧
      ∀ x, (memorySweep g K)^[N] x = xs := by
  have hc : IsCausal (memorySweep g K) := by
    intro i x y h
    unfold memorySweep
    congr 1
    refine Finset.sum_congr rfl fun j hj => ?_
    rw [h j (Finset.mem_Iio.mp hj)]
  obtain ⟨xs, h1, h2, h3⟩ := causal_exact_after_N_sweeps hc
  exact ⟨xs, fun i => (congrFun h1 i).symm,
    fun y hy => h2 y (funext fun i => (hy i).symm), h3⟩

/-- A linearly mixed sweep: the fraction `α` of the new trajectory is added to the fraction
`1 - α` of the old one. -/
def mixedSweep {N : ℕ} {V : Type*} [AddCommGroup V] [Module ℝ V] (α : ℝ)
    (F : (Fin N → V) → (Fin N → V)) (x : Fin N → V) : Fin N → V :=
  fun i => (1 - α) • x i + α • F x i

/-- Under linear mixing of a causal map, the error on the first time slice is multiplied by
`1 - α` in every sweep. -/
theorem mixed_first_slice_error {N : ℕ} {V : Type*} [AddCommGroup V] [Module ℝ V]
    {F : (Fin (N + 1) → V) → (Fin (N + 1) → V)} (hF : IsCausal F)
    {xs : Fin (N + 1) → V} (hxs : F xs = xs) (α : ℝ) (x : Fin (N + 1) → V) (n : ℕ) :
    (mixedSweep α F)^[n] x 0 - xs 0 = (1 - α) ^ n • (x 0 - xs 0) := by
  induction n with
  | zero => simp
  | succ n ih =>
    -- the first slice of the output is the same for every input
    have h0 : ∀ y, F y 0 = xs 0 := fun y =>
      (hF 0 y xs fun j hj => absurd hj (Fin.not_lt_zero j)).trans (congrFun hxs 0)
    have step : ∀ y, mixedSweep α F y 0 - xs 0 = (1 - α) • (y 0 - xs 0) := by
      intro y
      unfold mixedSweep
      rw [h0 y]
      module
    rw [Function.iterate_succ_apply', step, ih, smul_smul, ← pow_succ']

/-- For a causal map, if `α ≠ 1` and the first time slice of the guess is wrong, no finite number of
linearly mixed sweeps gives the self-consistent trajectory. -/
theorem mixing_never_exact {N : ℕ} {V : Type*} [AddCommGroup V] [Module ℝ V]
    {F : (Fin (N + 1) → V) → (Fin (N + 1) → V)} (hF : IsCausal F)
    {xs : Fin (N + 1) → V} (hxs : F xs = xs) {α : ℝ} (hα : α ≠ 1)
    {x : Fin (N + 1) → V} (hx : x 0 ≠ xs 0) (n : ℕ) :
    (mixedSweep α F)^[n] x ≠ xs := by
  intro h
  have herr := mixed_first_slice_error hF hxs α x n
  rw [h, sub_self] at herr
  exact smul_ne_zero (pow_ne_zero n (sub_ne_zero.mpr hα.symm)) (sub_ne_zero.mpr hx) herr.symm

end

end CausalSelfConsistency
```

```lean
#print axioms CausalSelfConsistency.causal_exact_after_N_sweeps
-- 'CausalSelfConsistency.causal_exact_after_N_sweeps' depends on axioms: [propext, Classical.choice, Quot.sound]
#print axioms CausalSelfConsistency.N_sweeps_sharp
-- 'CausalSelfConsistency.N_sweeps_sharp' depends on axioms: [propext, Classical.choice, Quot.sound]
#print axioms CausalSelfConsistency.memory_equation_solved
-- 'CausalSelfConsistency.memory_equation_solved' depends on axioms: [propext, Classical.choice, Quot.sound]
#print axioms CausalSelfConsistency.mixing_never_exact
-- 'CausalSelfConsistency.mixing_never_exact' depends on axioms: [propext, Classical.choice, Quot.sound]
```

## From the advancing front to the fixed point

The lemma `sweeps_agree` is the induction on the number of sweeps. In the step, both sides are rewritten as one application of `F` to the result of `n` sweeps. The line `apply hF` then uses causality and leaves the task of showing that the two inputs agree on every slice `j` before `i`. The induction hypothesis does this, and `omega` supplies the inequality j < n from j < i and i < n+1.

In `causal_exact_after_N_sweeps`, the local statement `const` is the case `n = N`: every slice index is below `N`, so the two iterates agree as functions. The guess `x0` is a uniform trajectory with an arbitrary value from X. The remaining goals are the fixed-point equation and uniqueness. The latter uses `Function.iterate_fixed`, which says that a fixed point is unchanged by any number of sweeps. The same lemma turns `sweeps_agree` into `exact_front`.

## Two ways to peel off one sweep

The proof turns on a pair of Mathlib lemmas whose names differ by a prime. They express n+1 sweeps in two ways:

`Function.iterate_succ_apply`:  Fⁿ⁺¹(x) = Fⁿ(F(x))
`Function.iterate_succ_apply'`:  Fⁿ⁺¹(x) = F(Fⁿ(x))

The induction in `sweeps_agree` uses the primed form. It exposes the last sweep, to which causality can be applied, and leaves `n` sweeps inside, about which the induction hypothesis speaks. The unprimed form would leave `n` sweeps on the outside, acting on F(x) and F(y), whereas the induction hypothesis in the file speaks only of x and y. Even the same hypothesis for all pairs of guesses would give agreement on the first n slices only, and the new slice n would be missing.

The proof of the fixed-point equation uses both. Read from right to left, the primed lemma joins the extra sweep to the other `N`. The unprimed lemma then splits it off at the start, where it merely changes the guess, and `const` finishes the argument. This is the chain F(F^N(x⁰)) = F^N(F(x⁰)) = F^N(x⁰) from the derivation.

## Checking the delay line, the kernels and the mixing

The lemma `delayLine_iterate` follows the moving value `a` by induction, with separate cases for slice 0 and for later slices. In `N_sweeps_sharp`, assumed equality of the two iterates is evaluated at slice `n`, where it reduces to b = a and contradicts `hab`.

For the memory equation, the work lies in showing `IsCausal (memorySweep g K)`. The sources are identical, and `Finset.sum_congr` compares the two sums term by term, each term having `j` before `i`. The general theorem then supplies the solution, and the last lines translate between equality of trajectories and equality on each slice.

In `mixed_first_slice_error`, `h0` records that the first output slice always equals `xs 0`, and `step` is the one-sweep error formula, whose vector algebra is done by `module`. The induction multiplies the factors together. For `mixing_never_exact`, assumed exactness makes the error zero, while `smul_ne_zero` shows that (1−α)ⁿ (x_0 − s_0) is not.
